# The projection theorem for vector operators at fixed \(J^2\)

Take two spins one half, \(\mathbf L\) and \(\mathbf S\), with \(\mathbf J=\mathbf L+\mathbf S\) and \(\hbar=1\). Acting on the triplet state with \(J_z=0\), \(L_z\) gives half the singlet. The triplet projector \(P\) removes this, in agreement with \(J_z=0\). On the whole triplet, \(J^2=2\) and \(\mathbf J\cdot\mathbf L=1\), so \(2PL_aP=PJ_aP\).

In general, for an angular momentum \(\mathbf J\), a vector operator \(\mathbf V\) and the projector \(P\) onto the states with \(J^2=\lambda\), \(\lambda PV_aP=PJ_a(\mathbf J\cdot\mathbf V)P\). The three hypotheses are taken in turn.

## \(\mathbf V\) turns as a vector under \(\mathbf J\)

Operators are elements of a complex algebra `A`, such as matrices, or operators on a common invariant domain. Axes are elements of `Fin 3`, added cyclically.

```lean
import Mathlib

open scoped Kronecker
open Complex (I)

namespace ProjectionTheorem

noncomputable section

variable {A : Type*} [Ring A] [Algebra ℂ A]

/-- The Levi-Civita symbol, with the three axes numbered cyclically. -/
def eps (a b c : Fin 3) : ℂ :=
  if b = a + 1 ∧ c = a + 2 then 1 else if b = a + 2 ∧ c = a + 1 then -1 else 0

/-- `V` is a vector operator with respect to `J`: `[J_a, V_b] = i ε_abc V_c`. -/
def IsVectorOperator (J V : Fin 3 → A) : Prop :=
  ∀ a b, J a * V b - V b * J a = I • ∑ c, eps a b c • V c

/-- `J` is an angular momentum: `[J_a, J_b] = i ε_abc J_c`. -/
abbrev IsAngularMomentum (J : Fin 3 → A) : Prop := IsVectorOperator J J

/-- The scalar product `J·V = ∑ J_b V_b`, in this operator order. -/
def dot (J V : Fin 3 → A) : A := ∑ b, J b * V b

/-- The vector product `J × V`, with the components of `J` on the left. -/
def cross (J V : Fin 3 → A) (a : Fin 3) : A :=
  J (a + 1) * V (a + 2) - J (a + 2) * V (a + 1)
```

The hypothesis `hV` says that rotations generated by \(\mathbf J\) turn \(\mathbf V\) as a vector:
\[
[J_a,V_a]=0,\quad [J_a,V_{a+1}]=iV_{a+2},\quad [J_a,V_{a+2}]=-iV_{a+1}.
\]
`isVectorOperator_iff` proves this form equivalent to the Levi-Civita form.

```lean
/-- Addition of axis labels is cyclic. -/
lemma cyc (a : Fin 3) :
    a + 1 + 1 = a + 2 ∧ a + 1 + 2 = a ∧ a + 2 + 1 = a ∧ a + 2 + 2 = a + 1 := by
  revert a; decide

/-- The vector-operator relations written out for an axis and its two cyclic successors. -/
theorem isVectorOperator_iff (J V : Fin 3 → A) : IsVectorOperator J V ↔ ∀ a,
    J a * V a - V a * J a = 0 ∧
    J a * V (a + 1) - V (a + 1) * J a = I • V (a + 2) ∧
    J a * V (a + 2) - V (a + 2) * J a = -(I • V (a + 1)) := by
  have fin3 : ∀ a : Fin 3, a = 0 ∨ a = 1 ∨ a = 2 := by decide
  have s : ∀ a, (∑ c, eps a a c • V c = 0) ∧ (∑ c, eps a (a + 1) c • V c = V (a + 2)) ∧
      (∑ c, eps a (a + 2) c • V c = -V (a + 1)) := by
    intro a
    rcases fin3 a with rfl | rfl | rfl <;> simp [eps]
  constructor
  · intro h a
    exact ⟨by rw [h a a, (s a).1, smul_zero], by rw [h a (a + 1), (s a).2.1],
      by rw [h a (a + 2), (s a).2.2, smul_neg]⟩
  · intro h a b
    have hb : ∀ a b : Fin 3, b = a ∨ b = a + 1 ∨ b = a + 2 := by decide
    rcases hb a b with e | e | e
    · rw [e, (h a).1, (s a).1, smul_zero]
    · rw [e, (h a).2.1, (s a).2.1]
    · rw [e, (h a).2.2, (s a).2.2, smul_neg]

omit [Algebra ℂ A] in
/-- The scalar product may be summed starting from any axis. -/
lemma dot_cyclic (J V : Fin 3 → A) (a : Fin 3) :
    dot J V = J a * V a + J (a + 1) * V (a + 1) + J (a + 2) * V (a + 2) := by
  have fin3 : ∀ a : Fin 3, a = 0 ∨ a = 1 ∨ a = 2 := by decide
  refine (Fin.sum_univ_three (fun b => J b * V b)).trans ?_
  rcases fin3 a with rfl | rfl | rfl
  · change _ = J 0 * V 0 + J 1 * V 1 + J 2 * V 2
    abel
  · change _ = J 1 * V 1 + J 2 * V 2 + J 0 * V 0
    abel
  · change _ = J 2 * V 2 + J 0 * V 0 + J 1 * V 1
    abel
```

Write \(X_a=(\mathbf J\times\mathbf V)_a=J_{a+1}V_{a+2}-J_{a+2}V_{a+1}\). If \(\mathbf J\) is also an angular momentum, the Leibniz rule gives
\[
\begin{aligned}
[J_a,X_a]&=iJ_{a+2}V_{a+2}-iJ_{a+1}V_{a+1}+iJ_{a+1}V_{a+1}-iJ_{a+2}V_{a+2}=0,\\
[J_a,X_{a+1}]&=-iJ_{a+1}V_a+iJ_aV_{a+1}=iX_{a+2},\\
[J_a,X_{a+2}]&=iJ_aV_{a+2}-iJ_{a+2}V_a=-iX_{a+1},
\end{aligned}
\]
so \(\mathbf X\) is again a vector operator.

```lean
/-- The vector product of an angular momentum with a vector operator is a vector operator. -/
theorem cross_isVectorOperator {J V : Fin 3 → A} (hJ : IsAngularMomentum J)
    (hV : IsVectorOperator J V) : IsVectorOperator J (cross J V) := by
  rw [isVectorOperator_iff]
  intro a
  obtain ⟨js, jn, jp⟩ := (isVectorOperator_iff J J).1 hJ a
  obtain ⟨vs, vn, vp⟩ := (isVectorOperator_iff J V).1 hV a
  simp only [cross, cyc a]
  -- the commutator with `J_a` acts on each factor by the Leibniz rule
  refine ⟨?_, ?_, ?_⟩
  · linear_combination (norm := (simp only [mul_sub, sub_mul, mul_neg, neg_mul,
      smul_mul_assoc, mul_smul_comm, mul_assoc]; module))
      jn * V (a + 2) + J (a + 1) * vp - jp * V (a + 1) - J (a + 2) * vn
  · linear_combination (norm := (simp only [mul_sub, sub_mul, mul_neg, neg_mul,
      mul_zero, zero_mul, smul_mul_assoc, mul_smul_comm, mul_assoc]; module))
      jp * V a + J (a + 2) * vs - js * V (a + 2) - J a * vp
  · linear_combination (norm := (simp only [mul_sub, sub_mul, mul_neg, neg_mul,
      mul_zero, zero_mul, smul_mul_assoc, mul_smul_comm, mul_assoc]; module))
      js * V (a + 1) + J a * vn - jn * V a - J (a + 1) * vs
```

The proofs turn on `linear_combination` with a replaced `norm` step. Its default, `ring1`, needs commuting factors. Here `simp only` expands products in their given order, and `module` compares the complex coefficients of the resulting words. Each commutator is multiplied explicitly on the left or right, as in `jn * V (a + 2)`.

Using `hV` alone,
\[
\begin{aligned}
[J^2,V_a]&=-i(J_{a+1}V_{a+2}+V_{a+2}J_{a+1})+i(J_{a+2}V_{a+1}+V_{a+1}J_{a+2})\\
&=-2iX_a-2V_a,
\end{aligned}
\]
because \(V_{a+2}J_{a+1}=J_{a+1}V_{a+2}-iV_a\) and \(V_{a+1}J_{a+2}=J_{a+2}V_{a+1}+iV_a\).

```lean
/-- The commutator of `J²` with a vector operator: `[J², V_a] = -2i (J × V)_a - 2 V_a`. -/
theorem casimir_commutator {J V : Fin 3 → A} (hV : IsVectorOperator J V) (a : Fin 3) :
    dot J J * V a - V a * dot J J = (-(2 * I)) • cross J V a - (2 : ℂ) • V a := by
  have h := (isVectorOperator_iff J V).1 hV
  have r0 := (h a).1
  obtain ⟨-, r12, r10⟩ := h (a + 1)
  obtain ⟨-, r20, r21⟩ := h (a + 2)
  simp only [cyc a] at r12 r10 r20 r21
  have key : dot J J * V a - V a * dot J J
      = (-(2 * I)) • cross J V a + (2 * (I * I)) • V a := by
    rw [dot_cyclic J J a, cross]
    linear_combination (norm := (simp only [mul_add, add_mul, mul_sub, sub_mul, mul_neg, neg_mul,
      mul_zero, zero_mul, smul_mul_assoc, mul_smul_comm, mul_assoc]; module))
      J a * r0 + r0 * J a + J (a + 1) * r10 + r10 * J (a + 1)
        + J (a + 2) * r20 + r20 * J (a + 2) + I • r12 - I • r21
  rw [key, Complex.I_mul_I]
  module
```

Without `hV` the projection theorem fails: for one spin one half, \(P=1\) and the constant triple \(\mathbf V=(1,0,0)\), the \(x\) component would read \(3/4=1/4\).

## \(J^2\) has the same value on both sides

The hypotheses `hl` and `hr` say \(J^2P=\lambda P\) and \(PJ^2=\lambda P\). The usual \(P\) projects onto states of one \(j\), with \(\lambda=j(j+1)\), but neither \(P^2=P\) nor hermiticity is required. They give
\[
0=P[J^2,V_a]P=-2iPX_aP-2PV_aP,\qquad PX_aP=iPV_aP.
\]

```lean
/-- Between states of one and the same `J²`, the operator `J × V` acts as `i V`. -/
theorem sandwich_cross {J V : Fin 3 → A} (hV : IsVectorOperator J V) {P : A} {lam : ℂ}
    (hl : dot J J * P = lam • P) (hr : P * dot J J = lam • P) (a : Fin 3) :
    P * cross J V a * P = I • (P * V a * P) := by
  -- a commutator with `J²` has no matrix elements inside the eigenspace
  have z : P * (dot J J * V a - V a * dot J J) * P = 0 := by
    linear_combination (norm := (simp only [mul_sub, sub_mul,
      smul_mul_assoc, mul_smul_comm, mul_assoc]; module)) hr * (V a * P) - (P * V a) * hl
  rw [casimir_commutator hV a] at z
  have k : (-(I * I)) • (P * cross J V a * P) = I • (P * V a * P) := by
    linear_combination (norm := (simp only [mul_sub, sub_mul,
      smul_mul_assoc, mul_smul_comm, mul_assoc]; module)) (I / 2) • z
  rwa [Complex.I_mul_I, neg_neg, one_smul] at k
```

With different values, \(QJ^2=\mu Q\) and \(J^2P=\lambda P\), and with \(\mathbf J\) an angular momentum, the sandwich step combined with the reordering of the next section gives, by hand, a neighbouring result:
\[
QJ_a(\mathbf J\cdot\mathbf V)P=\left[\tfrac{\lambda+\mu}{2}-\tfrac{(\mu-\lambda)^2}{4}\right]QV_aP.
\]
For \(\mu\neq\lambda\) the left side vanishes, since \(J_a(\mathbf J\cdot\mathbf V)\) commutes with \(J^2\). For ordinary \(j\) values this leaves only \(\Delta j=\pm1\), the dipole selection rule between different \(j\).

## \(\mathbf J\) is itself an angular momentum

The hypothesis `hJ` made \(\mathbf X\) a vector operator. It also reorders the double product:
\[
\begin{aligned}
(\mathbf J\times\mathbf X)_a&=J_{a+1}J_aV_{a+1}+J_{a+2}J_aV_{a+2}-(J_{a+1}^2+J_{a+2}^2)V_a\\
&=J_a(\mathbf J\cdot\mathbf V)-J^2V_a+iX_a,
\end{aligned}
\]
by \(J_{a+1}J_a=J_aJ_{a+1}-iJ_{a+2}\) and \(J_{a+2}J_a=J_aJ_{a+2}+iJ_{a+1}\), after adding and subtracting \(J_a^2V_a\).

```lean
/-- The operator form of the double vector product, for an angular momentum `J`: `J × (J × V) = J
(J·V) - J² V + i J × V`. -/
theorem cross_cross {J : Fin 3 → A} (hJ : IsAngularMomentum J) (V : Fin 3 → A) (a : Fin 3) :
    cross J (cross J V) a = J a * dot J V - dot J J * V a + I • cross J V a := by
  obtain ⟨-, jn, jp⟩ := (isVectorOperator_iff J J).1 hJ a
  rw [dot_cyclic J V a, dot_cyclic J J a]
  simp only [cross, cyc a]
  linear_combination (norm := (simp only [mul_add, add_mul, mul_sub, sub_mul,
    neg_mul, smul_mul_assoc, mul_assoc]; module)) -(jn * V (a + 1)) - jp * V (a + 2)
```

Applying the sandwich rule to \(\mathbf X\) and then to \(\mathbf V\) gives \(P(\mathbf J\times\mathbf X)_aP=iPX_aP=-PV_aP\). The reordered form gives \(PJ_a(\mathbf J\cdot\mathbf V)P-\lambda PV_aP-PV_aP\). Equating them proves the theorem; in Lean these are `s3`, `s2` and the final combination.

```lean
/-- **Projection theorem.** If `J` is an angular momentum and `J² P = P J² = λ P`, then `λ P V_a P =
P J_a (J·V) P` for every vector operator `V`. -/
theorem projection_theorem {J V : Fin 3 → A} (hJ : IsAngularMomentum J)
    (hV : IsVectorOperator J V) {P : A} {lam : ℂ}
    (hl : dot J J * P = lam • P) (hr : P * dot J J = lam • P) (a : Fin 3) :
    lam • (P * V a * P) = P * J a * dot J V * P := by
  have s1 := sandwich_cross hV hl hr a
  have s2 := sandwich_cross (cross_isVectorOperator hJ hV) hl hr a
  have s3 : I • (P * cross J V a * P) = -(P * V a * P) := by
    rw [s1, smul_smul, Complex.I_mul_I, neg_smul, one_smul]
  -- `J × (J × V)` is evaluated in two ways
  rw [s3, cross_cross hJ V a] at s2
  linear_combination (norm := (simp only [mul_add, add_mul, mul_sub, sub_mul, smul_mul_assoc,
    mul_smul_comm, mul_assoc]; module)) s3 - s2 - hr * (V a * P)
```

Without `hJ`, take a spin one half \(\mathbf L\), \(\mathbf V=\mathbf L\), \(\mathbf J=\mathbf L+(0,0,1)\) and \(P\) the spin-up projector. The other hypotheses hold with \(\lambda=11/4\), but the \(z\) component has \(11/8\) on the left and \(15/8\) on the right.

At \(\lambda=0\) the theorem says only that \(PJ_a(\mathbf J\cdot\mathbf V)P=0\); it does not determine \(PV_aP\). For states with \(j=0\), however, \(PJ_a=0\), hence \(PX_aP=0\), and the sandwich rule gives \(PV_aP=0\).

## \(\mathbf L\) and \(\mathbf S\) commute, with fixed squares

For the Landé formula, `hL` and `hS` make \(\mathbf L\) and \(\mathbf S\) angular momenta, and `hLS` says that they commute. Then \(\mathbf J=\mathbf L+\mathbf S\) is an angular momentum, the moment \(g_L\mathbf L+g_S\mathbf S\), with the orbital and spin \(g\) factors \(g_L\) and \(g_S\), is a vector operator, and
\[
2\mathbf J\cdot\mathbf L=J^2+L^2-S^2,\qquad 2\mathbf J\cdot\mathbf S=J^2+S^2-L^2.
\]
Here `hL2` and `hS2` replace \(L^2\) and \(S^2\) by the numbers \(l\) and \(s\), which are eigenvalues of the squares, not quantum numbers. Inserting these into the projection theorem gives
\[
2\lambda P(g_LL_a+g_SS_a)P=[g_L(\lambda+l-s)+g_S(\lambda+s-l)]PJ_aP.
\]

```lean
/-- The magnetic moment `g_L L + g_S S`, in units of the magneton. -/
def moment (gL gS : ℂ) (L S : Fin 3 → A) (a : Fin 3) : A := gL • L a + gS • S a

/-- **Landé formula.** Let `L` and `S` be commuting angular momenta, `J = L + S`, and let `P` belong
to the values `λ`, `l`, `s` of `J²`, `L²`, `S²`. Then the moment `M = g_L L + g_S S` obeys `2λ P M_a
P = (g_L (λ + l - s) + g_S (λ + s - l)) P J_a P`. -/
theorem lande_formula {L S : Fin 3 → A} (hL : IsAngularMomentum L) (hS : IsAngularMomentum S)
    (hLS : ∀ a b, L a * S b = S b * L a) {P : A} {lam l s : ℂ}
    (hl : dot (L + S) (L + S) * P = lam • P) (hr : P * dot (L + S) (L + S) = lam • P)
    (hL2 : dot L L * P = l • P) (hS2 : dot S S * P = s • P) (gL gS : ℂ) (a : Fin 3) :
    (2 * lam) • (P * moment gL gS L S a * P)
      = (gL * (lam + l - s) + gS * (lam + s - l)) • (P * (L + S) a * P) := by
  have hV : ∀ x y : ℂ, IsVectorOperator (L + S) (moment x y L S) := by
    intro x y a b
    have h1 := hL a b
    have h2 := hS a b
    linear_combination (norm := (simp only [moment, Pi.add_apply, Fin.sum_univ_three, mul_add,
      add_mul, smul_mul_assoc, mul_smul_comm]; module))
      x • h1 + y • h2 + y • hLS a b - x • hLS b a
  have hJ : IsAngularMomentum (L + S) := by
    have e : moment 1 1 L S = L + S := by funext a; simp [moment]
    have h := hV 1 1
    rwa [e] at h
  -- `J·L` and `J·S` are expressed through the three squares
  have d : (2 : ℂ) • dot (L + S) (moment gL gS L S)
      = (gL + gS) • dot (L + S) (L + S) + (gL - gS) • (dot L L - dot S S) := by
    linear_combination (norm := (simp only [dot, moment, Pi.add_apply, Fin.sum_univ_three,
      mul_add, add_mul, mul_smul_comm]; module))
      (gS - gL) • hLS 0 0 + (gS - gL) • hLS 1 1 + (gS - gL) • hLS 2 2
  have h := projection_theorem hJ (hV gL gS) hl hr a
  linear_combination (norm := (simp only [mul_add, add_mul, mul_sub, sub_mul, smul_mul_assoc,
    mul_smul_comm, mul_assoc]; module))
    (2 : ℂ) • h + (P * (L + S) a) * d * P + (gL + gS) • ((P * (L + S) a) * hl)
      + (gL - gS) • ((P * (L + S) a) * hL2) - (gL - gS) • ((P * (L + S) a) * hS2)
```

Without `hLS`, \(\mathbf J\) can fail to be an angular momentum, as when \(\mathbf S=\mathbf L\neq0\). Without fixed squares, \(\mathbf J\cdot\mathbf L\) need not reduce to a number. For \(\lambda\neq0\), division by \(2\lambda\) gives the Landé factor for the first-order Zeeman effect within a single level of pure \(LS\) coupling. In the usual convention for electrons, \(g_L=1\) and \(g_S\approx2\), and the magnetic moment is \(-(g_L\mathbf L+g_S\mathbf S)\) in Bohr magnetons.

The two spins of the opening satisfy every hypothesis, with \(\lambda=2\) and \(l=s=3/4\); their factor is \((g_L+g_S)/2\). The one-spin matrix identities are checked entry by entry, then carried to the product space; \(J^2=2P\) and \(P^2=P\) are checked entry by entry on the product space itself.

```lean
/-- The spin-one-half matrices. -/
def spinHalf : Fin 3 → Matrix (Fin 2) (Fin 2) ℂ :=
  ![!![0, 1/2; 1/2, 0], !![0, -I/2; I/2, 0], !![1/2, 0; 0, -1/2]]

/-- The first of two spins one half. -/
def spinOne (a : Fin 3) : Matrix (Fin 2 × Fin 2) (Fin 2 × Fin 2) ℂ := spinHalf a ⊗ₖ 1

/-- The second of two spins one half. -/
def spinTwo (a : Fin 3) : Matrix (Fin 2 × Fin 2) (Fin 2 × Fin 2) ℂ := 1 ⊗ₖ spinHalf a

/-- The projector on the exchange-symmetric (triplet) states of two spins. -/
def triplet : Matrix (Fin 2 × Fin 2) (Fin 2 × Fin 2) ℂ :=
  Matrix.of fun p q => ((if p = q then 1 else 0) + (if p = q.swap then 1 else 0)) / 2

/-- Two spins one half and their triplet projector satisfy all hypotheses of the Landé formula,
with `λ = 2` and `l = s = 3/4`. -/
theorem lande_formula_witness :
    IsAngularMomentum spinOne ∧ IsAngularMomentum spinTwo ∧
    (∀ a b, spinOne a * spinTwo b = spinTwo b * spinOne a) ∧
    dot (spinOne + spinTwo) (spinOne + spinTwo) * triplet = (2 : ℂ) • triplet ∧
    triplet * dot (spinOne + spinTwo) (spinOne + spinTwo) = (2 : ℂ) • triplet ∧
    dot spinOne spinOne * triplet = (3 / 4 : ℂ) • triplet ∧
    dot spinTwo spinTwo * triplet = (3 / 4 : ℂ) • triplet := by
  have fin3 : ∀ a : Fin 3, a = 0 ∨ a = 1 ∨ a = 2 := by decide
  have hs : IsAngularMomentum spinHalf := by
    rw [IsAngularMomentum, isVectorOperator_iff]
    intro a
    rcases fin3 a with rfl | rfl | rfl <;> refine ⟨?_, ?_, ?_⟩ <;> ext i j <;>
      simp only [Matrix.sub_apply, Matrix.mul_apply, Fin.sum_univ_two] <;>
      fin_cases i <;> fin_cases j <;> simp [spinHalf] <;>
      (try ring_nf) <;> (try norm_num [Complex.I_sq])
  have hq : ∀ a, spinHalf a * spinHalf a = (1 / 4 : ℂ) • 1 := by
    intro a
    rcases fin3 a with rfl | rfl | rfl <;> ext i j <;>
      simp only [Matrix.mul_apply, Fin.sum_univ_two] <;>
      fin_cases i <;> fin_cases j <;> simp [spinHalf] <;>
      (try ring_nf) <;> (try norm_num [Complex.I_sq])
  -- the total spin squared is twice the triplet projector
  have hD : dot (spinOne + spinTwo) (spinOne + spinTwo) = (2 : ℂ) • triplet := by
    ext ⟨i, j⟩ ⟨k, l⟩
    simp only [dot, Fin.sum_univ_three, Pi.add_apply, Matrix.add_apply, Matrix.mul_apply,
      Fintype.sum_prod_type, Fin.sum_univ_two, spinOne, spinTwo, Matrix.kroneckerMap_apply,
      Matrix.one_apply]
    fin_cases i <;> fin_cases j <;> fin_cases k <;> fin_cases l <;>
      simp [spinHalf, triplet] <;> (try ring_nf) <;> (try norm_num [Complex.I_sq])
  have hP : triplet * triplet = triplet := by
    ext ⟨i, j⟩ ⟨k, l⟩
    simp only [Matrix.mul_apply, Fintype.sum_prod_type, Fin.sum_univ_two]
    fin_cases i <;> fin_cases j <;> fin_cases k <;> fin_cases l <;>
      simp [triplet] <;> (try norm_num)
  refine ⟨?_, ?_, ?_, ?_, ?_, ?_, ?_⟩
  · intro a b
    simp only [spinOne, ← Matrix.mul_kronecker_mul, one_mul]
    rw [sub_eq_iff_eq_add.mp (hs a b)]
    simp only [Fin.sum_univ_three, Matrix.add_kronecker, Matrix.smul_kronecker]
    module
  · intro a b
    simp only [spinTwo, ← Matrix.mul_kronecker_mul, one_mul]
    rw [sub_eq_iff_eq_add.mp (hs a b)]
    simp only [Fin.sum_univ_three, Matrix.kronecker_add, Matrix.kronecker_smul]
    module
  · intro a b
    simp only [spinOne, spinTwo, ← Matrix.mul_kronecker_mul, one_mul, mul_one]
  · rw [hD, smul_mul_assoc, hP]
  · rw [hD, mul_smul_comm, hP]
  · simp only [dot, Fin.sum_univ_three, spinOne, ← Matrix.mul_kronecker_mul, one_mul, hq,
      Matrix.smul_kronecker, Matrix.one_kronecker_one, add_mul, smul_mul_assoc]
    module
  · simp only [dot, Fin.sum_univ_three, spinTwo, ← Matrix.mul_kronecker_mul, one_mul, hq,
      Matrix.kronecker_smul, Matrix.one_kronecker_one, add_mul, smul_mul_assoc]
    module

end

end ProjectionTheorem
```

```lean
#print axioms ProjectionTheorem.cross_isVectorOperator
#print axioms ProjectionTheorem.lande_formula
```

```
'ProjectionTheorem.cross_isVectorOperator' depends on axioms: [propext, Classical.choice, Quot.sound]
'ProjectionTheorem.lande_formula' depends on axioms: [propext, Classical.choice, Quot.sound]
```
